# For κ, μ > 0, the exchange factor 1 + μs²/(1 + μs²/κ)^m is both nondecreasing and bounded on s ≥ 0 exactly when m = 1

## Can the exponent in a gradient-corrected exchange factor be fitted freely?

If I let a fit choose this exponent, I can end up with a functional that behaves well at the density gradients in my fitting set and badly beyond them. The enhancement may turn over, so that a steeper density gets less of it, or it may climb past any ceiling I wanted to impose.

The exchange energy I have in mind is that of a generalized gradient approximation,

E_x[n] = ∫ n ε_x(n) F(s) d³r,

where n is the density, ε_x(n) is the exchange energy per electron of the uniform gas, and s = |∇n|/(2 k_F n) is the reduced gradient, with k_F = (3π²n)^(1/3). My enhancement factor is

F(s) = 1 + μs²/(1 + μs²/κ)^m

with positive constants μ and κ. PBE has m = 1 and B86b has m = 4/5. At small s the exponent first shows up at order s⁴, so data at small gradients constrain it weakly. Is there a window of exponents around 1 in which F neither turns over nor grows without limit?

## Below m = 1 there is no ceiling, and above it the factor turns over

There is no such window. For any positive κ and μ, F is nondecreasing on s ≥ 0 exactly when m ≤ 1, and bounded above there exactly when m ≥ 1. The two conditions meet only at m = 1. This singles out the PBE exponent within your family, not among all enhancement factors: 1 + κ(1 − exp(−μs²/κ)), for example, is also nondecreasing and bounded.

The constant μ sets the leading gradient correction, since F ≈ 1 + μs² at small s. In PBE, κ sets the ceiling 1 + κ, chosen so that the exchange energy respects the Lieb–Oxford bound. At other nonzero exponents κ and μ together still set the gradient scale √(κ/μ) at which the denominator takes effect, but 1 + κ is no longer the limiting value of F: as s grows, F returns to 1 if m > 1 and increases without limit if m < 1.

### The slope and the two large-gradient regimes

Write B = 1 + μs²/κ. Then B ≥ 1 and μs² = κ(B − 1). The derivative of B is 2μs/κ, so the quotient rule gives

F'(s) = [2μs B^m − μs² · m B^(m−1) · 2μs/κ] / B^(2m).

Taking out the common factor 2μs B^(m−1) leaves B − mμs²/κ in the numerator, and therefore

F'(s) = 2μs [1 + (1 − m)μs²/κ] / B^(m+1).

For s > 0 the sign of the slope is the sign of the square bracket.

If m ≤ 1, the bracket is at least 1, so F is nondecreasing on s ≥ 0.

If m > 1, the bracket falls as s grows and vanishes at

s₀ = √(κ/((m − 1)μ)).

It is positive for 0 < s < s₀ and negative for s > s₀. Hence F rises strictly on [0, s₀], falls strictly from s₀ on, and is not nondecreasing. For m = 5/4 the turnover sits at s₀ = 2√(κ/μ). As m approaches 1 from above, s₀ moves out to arbitrarily large gradients, which is how a fit can miss it.

For the ceiling, take m ≥ 1. Because B ≥ 1, we have B^m ≥ B, and so

μs² = κ(B − 1) ≤ κB ≤ κB^m.

Dividing by B^m gives F(s) ≤ 1 + κ.

Now take m < 1. Once s is large enough that B ≥ 2, we have B − 1 ≥ B/2, so μs² ≥ κB/2. Dividing by B^m gives

F(s) ≥ 1 + (κ/2) B^(1−m).

The exponent 1 − m is positive and B grows without limit, so F does too. This argument also holds for m = 0 and for negative m.

At m = 1 the factor takes its familiar form, because μs²/B = κ(B − 1)/B = κ − κ/B:

F(s) = 1 + κ − κ/(1 + μs²/κ).

At m = 4/5 the factor is nondecreasing and diverges.

Here is the same argument in Lean 4 with Mathlib.

```lean
import Mathlib

open Set Filter

namespace ExchangeEnhancementExponent

noncomputable section

/-- The exchange enhancement factor `1 + μ s² / (1 + μ s² / κ) ^ m` at reduced gradient `s`,
for parameters `κ, μ > 0` and a real exponent `m`. -/
def enhancement (κ μ m s : ℝ) : ℝ := 1 + μ * s ^ 2 / (1 + μ * s ^ 2 / κ) ^ m

/-- The reduced gradient `√(κ / ((m - 1) μ))`, for `κ, μ > 0` and exponents `m > 1`. -/
def peak (κ μ m : ℝ) : ℝ := √(κ / ((m - 1) * μ))

variable {κ μ : ℝ}

/-- For `κ, μ > 0` the slope of the enhancement factor is
`2 μ s (1 + (1 - m) μ s² / κ) / (1 + μ s² / κ) ^ (m + 1)`. -/
theorem hasDerivAt_enhancement (hκ : 0 < κ) (hμ : 0 < μ) (m s : ℝ) :
    HasDerivAt (enhancement κ μ m)
      (2 * μ * s * (1 + (1 - m) * (μ * s ^ 2 / κ)) / (1 + μ * s ^ 2 / κ) ^ (m + 1)) s := by
  have hne : 1 + μ * s ^ 2 / κ ≠ 0 := by positivity
  have hd : (1 + μ * s ^ 2 / κ) ^ m ≠ 0 := by positivity
  have h2 : HasDerivAt (fun t : ℝ => t ^ 2) (2 * s) s := by
    simpa using hasDerivAt_pow 2 s
  have hn : HasDerivAt (fun t : ℝ => μ * t ^ 2) (μ * (2 * s)) s := h2.const_mul μ
  have hb : HasDerivAt (fun t : ℝ => 1 + μ * t ^ 2 / κ) (μ * (2 * s) / κ) s :=
    (hn.div_const κ).const_add 1
  have hQ : HasDerivAt (fun t : ℝ => (1 + μ * t ^ 2 / κ) ^ m)
      (μ * (2 * s) / κ * m * (1 + μ * s ^ 2 / κ) ^ (m - 1)) s :=
    hb.rpow_const (Or.inl hne)
  have h : HasDerivAt (enhancement κ μ m)
      ((μ * (2 * s) * (1 + μ * s ^ 2 / κ) ^ m
        - μ * s ^ 2 * (μ * (2 * s) / κ * m * (1 + μ * s ^ 2 / κ) ^ (m - 1)))
        / ((1 + μ * s ^ 2 / κ) ^ m) ^ 2) s :=
    (hn.fun_div hQ hd).const_add 1
  refine h.congr_deriv ?_
  -- express every power through the exponent `m - 1`
  have e1 := Real.rpow_add_one hne (m - 1)
  rw [sub_add_cancel] at e1
  rw [Real.rpow_add_one hne m, e1, div_eq_div_iff (by positivity) (by positivity)]
  ring

/-- For `κ, μ > 0` and `m > 1` the enhancement factor rises strictly from `s = 0` up to
`s = √(κ / ((m - 1) μ))` and falls strictly from there on. -/
theorem rises_then_falls (hκ : 0 < κ) (hμ : 0 < μ) {m : ℝ} (hm : 1 < m) :
    StrictMonoOn (enhancement κ μ m) (Icc 0 (peak κ μ m)) ∧
      StrictAntiOn (enhancement κ μ m) (Ici (peak κ μ m)) := by
  have hm1 : 0 < m - 1 := sub_pos.2 hm
  have hm0 : m - 1 ≠ 0 := hm1.ne'
  have ha0 : 0 ≤ peak κ μ m := Real.sqrt_nonneg _
  have hsq : peak κ μ m ^ 2 = κ / ((m - 1) * μ) :=
    Real.sq_sqrt (div_pos hκ (mul_pos hm1 hμ)).le
  -- the slope vanishes at the peak
  have ha : (m - 1) * (μ * peak κ μ m ^ 2 / κ) = 1 := by
    rw [hsq]
    field_simp
  constructor
  · refine strictMonoOn_of_deriv_pos (convex_Icc _ _) (fun s _ =>
      (hasDerivAt_enhancement hκ hμ m s).continuousAt.continuousWithinAt) ?_
    intro s hs
    rw [interior_Icc] at hs
    have hs0 : 0 < s := hs.1
    have hlt : μ * s ^ 2 / κ < μ * peak κ μ m ^ 2 / κ :=
      div_lt_div_of_pos_right
        (mul_lt_mul_of_pos_left (pow_lt_pow_left₀ hs.2 hs0.le two_ne_zero) hμ) hκ
    have hnum : 0 < 1 + (1 - m) * (μ * s ^ 2 / κ) := by
      have := mul_pos hm1 (sub_pos.2 hlt)
      nlinarith
    rw [(hasDerivAt_enhancement hκ hμ m s).deriv]
    exact div_pos (mul_pos (by positivity) hnum) (by positivity)
  · refine strictAntiOn_of_deriv_neg (convex_Ici _) (fun s _ =>
      (hasDerivAt_enhancement hκ hμ m s).continuousAt.continuousWithinAt) ?_
    intro s hs
    rw [interior_Ici] at hs
    have hs1 : peak κ μ m < s := hs
    have hs0 : 0 < s := lt_of_le_of_lt ha0 hs1
    have hlt : μ * peak κ μ m ^ 2 / κ < μ * s ^ 2 / κ :=
      div_lt_div_of_pos_right
        (mul_lt_mul_of_pos_left (pow_lt_pow_left₀ hs1 ha0 two_ne_zero) hμ) hκ
    have hnum : 1 + (1 - m) * (μ * s ^ 2 / κ) < 0 := by
      have := mul_pos hm1 (sub_pos.2 hlt)
      nlinarith
    rw [(hasDerivAt_enhancement hκ hμ m s).deriv]
    exact div_neg_of_neg_of_pos (mul_neg_of_pos_of_neg (by positivity) hnum) (by positivity)

/-- For `κ, μ > 0` the enhancement factor is nondecreasing on `s ≥ 0` exactly when `m ≤ 1`. -/
theorem monotone_iff (hκ : 0 < κ) (hμ : 0 < μ) (m : ℝ) :
    MonotoneOn (enhancement κ μ m) (Ici 0) ↔ m ≤ 1 := by
  constructor
  · intro hmono
    by_contra hm
    -- beyond the peak the factor falls
    have ha0 : 0 ≤ peak κ μ m := Real.sqrt_nonneg _
    have hle : peak κ μ m ≤ peak κ μ m + 1 := by linarith
    have h1 := (rises_then_falls hκ hμ (not_le.1 hm)).2
      (mem_Ici.2 le_rfl) (mem_Ici.2 hle) (lt_add_one _)
    have h2 := hmono (mem_Ici.2 ha0) (mem_Ici.2 (ha0.trans hle)) hle
    exact absurd h2 (not_le_of_gt h1)
  · intro hm
    refine monotoneOn_of_deriv_nonneg (convex_Ici 0) (fun s _ =>
      (hasDerivAt_enhancement hκ hμ m s).continuousAt.continuousWithinAt) (fun s _ =>
      (hasDerivAt_enhancement hκ hμ m s).differentiableAt.differentiableWithinAt) ?_
    intro s hs
    rw [interior_Ici] at hs
    have hs0 : 0 < s := hs
    have hy : 0 ≤ μ * s ^ 2 / κ := by positivity
    have hnum : 0 ≤ 1 + (1 - m) * (μ * s ^ 2 / κ) := by
      have := mul_nonneg (sub_nonneg.2 hm) hy
      linarith
    rw [(hasDerivAt_enhancement hκ hμ m s).deriv]
    exact div_nonneg (mul_nonneg (by positivity) hnum) (by positivity)

/-- For `κ, μ > 0` and `m < 1` the enhancement factor grows without limit as `s → ∞`. -/
theorem tendsto_atTop_of_lt_one (hκ : 0 < κ) (hμ : 0 < μ) {m : ℝ} (hm : m < 1) :
    Tendsto (enhancement κ μ m) atTop atTop := by
  have hb : Tendsto (fun s : ℝ => 1 + μ * s ^ 2 / κ) atTop atTop :=
    tendsto_atTop_add_const_left _ 1
      (((tendsto_pow_atTop two_ne_zero).const_mul_atTop hμ).atTop_div_const hκ)
  have hlow : Tendsto (fun s : ℝ => κ / 2 * (1 + μ * s ^ 2 / κ) ^ (1 - m)) atTop atTop :=
    ((tendsto_rpow_atTop (sub_pos.2 hm)).comp hb).const_mul_atTop (half_pos hκ)
  -- compare with the power `1 - m` of the base once the base is at least 2
  refine tendsto_atTop_mono' atTop ?_ hlow
  filter_upwards [hb.eventually_ge_atTop 2] with s hs
  have hpos : 0 < 1 + μ * s ^ 2 / κ := by positivity
  have hQ : 0 < (1 + μ * s ^ 2 / κ) ^ m := Real.rpow_pos_of_pos hpos m
  have hc : κ * (μ * s ^ 2 / κ) = μ * s ^ 2 := by field_simp
  have hnum : κ / 2 * (1 + μ * s ^ 2 / κ) ≤ μ * s ^ 2 := by
    have := mul_le_mul_of_nonneg_left hs hκ.le
    linarith
  have hdiv := div_le_div_of_nonneg_right hnum hQ.le
  rw [Real.rpow_sub hpos, Real.rpow_one, ← mul_div_assoc]
  unfold enhancement
  linarith

/-- For `κ, μ > 0` the enhancement factor is bounded above on `s ≥ 0` exactly when `m ≥ 1`. -/
theorem bounded_iff (hκ : 0 < κ) (hμ : 0 < μ) (m : ℝ) :
    BddAbove (enhancement κ μ m '' Ici 0) ↔ 1 ≤ m := by
  constructor
  · rintro ⟨B, hB⟩
    by_contra hm
    obtain ⟨s, hs, hs0⟩ := (((tendsto_atTop_of_lt_one hκ hμ (not_le.1 hm)).eventually_gt_atTop
      B).and (eventually_ge_atTop 0)).exists
    exact absurd (hB (mem_image_of_mem _ (mem_Ici.2 hs0))) (not_le_of_gt hs)
  · intro hm
    refine ⟨1 + κ, ?_⟩
    rintro _ ⟨s, _, rfl⟩
    have hy : 0 ≤ μ * s ^ 2 / κ := by positivity
    have hQ : 0 < (1 + μ * s ^ 2 / κ) ^ m := by positivity
    -- the denominator is at least its base
    have hle := Real.rpow_le_rpow_of_exponent_le (x := 1 + μ * s ^ 2 / κ) (by linarith) hm
    rw [Real.rpow_one] at hle
    have hc : κ * (μ * s ^ 2 / κ) = μ * s ^ 2 := by field_simp
    have hmul := mul_le_mul_of_nonneg_left hle hκ.le
    have hdiv : μ * s ^ 2 / (1 + μ * s ^ 2 / κ) ^ m ≤ κ := by
      rw [div_le_iff₀ hQ]
      linarith
    unfold enhancement
    linarith

/-- For `κ, μ > 0` the enhancement factor is both nondecreasing and bounded above on `s ≥ 0`
exactly when `m = 1`. -/
theorem monotone_and_bounded_iff (hκ : 0 < κ) (hμ : 0 < μ) (m : ℝ) :
    (MonotoneOn (enhancement κ μ m) (Ici 0) ∧ BddAbove (enhancement κ μ m '' Ici 0)) ↔
      m = 1 := by
  rw [monotone_iff hκ hμ, bounded_iff hκ hμ]
  exact le_antisymm_iff.symm

/-- For `κ, μ > 0` the exponent `m = 1` gives the PBE form `1 + κ - κ / (1 + μ s² / κ)`. -/
theorem enhancement_one_eq_pbe (hκ : 0 < κ) (hμ : 0 < μ) (s : ℝ) :
    enhancement κ μ 1 s = 1 + κ - κ / (1 + μ * s ^ 2 / κ) := by
  have hne : 1 + μ * s ^ 2 / κ ≠ 0 := by positivity
  have hc : κ * (μ * s ^ 2 / κ) = μ * s ^ 2 := by field_simp
  have h : μ * s ^ 2 / (1 + μ * s ^ 2 / κ) = κ - κ / (1 + μ * s ^ 2 / κ) := by
    rw [div_eq_iff hne, sub_mul, div_mul_cancel₀ _ hne]
    linarith
  unfold enhancement
  rw [Real.rpow_one, h]
  ring

/-- For `κ, μ > 0` the B86b exponent `m = 4/5` gives an enhancement factor that is nondecreasing
on `s ≥ 0` and grows without limit as `s → ∞`. -/
theorem b86b_monotone_unbounded (hκ : 0 < κ) (hμ : 0 < μ) :
    MonotoneOn (enhancement κ μ (4 / 5)) (Ici 0) ∧
      Tendsto (enhancement κ μ (4 / 5)) atTop atTop :=
  ⟨(monotone_iff hκ hμ _).2 (by norm_num), tendsto_atTop_of_lt_one hκ hμ (by norm_num)⟩

end

end ExchangeEnhancementExponent
```

```lean
#print axioms ExchangeEnhancementExponent.monotone_and_bounded_iff
-- 'ExchangeEnhancementExponent.monotone_and_bounded_iff' depends on axioms: [propext, Classical.choice, Quot.sound]
#print axioms ExchangeEnhancementExponent.enhancement_one_eq_pbe
-- 'ExchangeEnhancementExponent.enhancement_one_eq_pbe' depends on axioms: [propext, Classical.choice, Quot.sound]
#print axioms ExchangeEnhancementExponent.b86b_monotone_unbounded
-- 'ExchangeEnhancementExponent.b86b_monotone_unbounded' depends on axioms: [propext, Classical.choice, Quot.sound]
```

### What the Lean statements say about F

`enhancement κ μ m s` is the factor usually written F_x(s). All four arguments are real numbers. The power `^ m` is a real power, so fractional exponents such as 4/5 are allowed. The function is defined for every real s, and the physical range s ≥ 0 enters through the set `Ici 0`, which is the interval [0, ∞). The number `peak κ μ m` is s₀, and it has this meaning only for m > 1.

The hypotheses `hκ : 0 < κ` and `hμ : 0 < μ` are the only conditions on the two constants. No numerical values are fixed, and neither the gradient expansion nor the Lieb–Oxford bound is used. B86b is usually written with one coefficient in the numerator and another in the denominator. Here these are μ and μ/κ, so any positive pair can be matched, including after a rescaling of the gradient variable.

The two central statements are these:

- `monotone_iff` says that `MonotoneOn (enhancement κ μ m) (Ici 0)` holds exactly when m ≤ 1. In Lean, "monotone" means nondecreasing: 0 ≤ a ≤ b implies F(a) ≤ F(b).
- `bounded_iff` says that the set of values of F on [0, ∞) has some upper bound exactly when m ≥ 1. The statement does not name the bound, though the proof supplies 1 + κ.

`monotone_and_bounded_iff` combines them into m = 1. Three further theorems describe the behaviour in more detail. `rises_then_falls` gives the strict rise and strict fall on either side of s₀ for m > 1, `tendsto_atTop_of_lt_one` gives the divergence for m < 1, and `b86b_monotone_unbounded` states both properties of the exponent 4/5. `enhancement_one_eq_pbe` identifies the case m = 1 with the PBE expression.

All of this concerns F as a function of one variable. The step from there to a real system is the integral over an actual density, which weights each value of s by n ε_x(n). An unbounded F breaks any pointwise ceiling at large enough s, yet the integrated energy of a particular molecule may still satisfy the Lieb–Oxford bound. Likewise, a turnover at s₀ matters only as far as the density has regions with s beyond it, such as the tails of atoms and molecules. For density-functional calculations, then, the result tells you what a fitted m implies for the shape of this one family of factors, and it does not rank the resulting functionals by accuracy.

### From the slope formula to the two equivalences

`hasDerivAt_enhancement` is the slope formula. It differentiates s², then the numerator, the base B and the power B^m, and joins them with the quotient rule `fun_div`. The real power can be differentiated because B is nonzero, which is `hne`. The remaining task is to show that the raw quotient equals the factored form. The proof writes B^m and B^(m+1) in terms of B^(m−1), clears the denominators and finishes with `ring`. This is the step of taking out the common factor.

`rises_then_falls` begins with `ha`, which says that (m − 1)μs₀²/κ = 1, so the bracket vanishes at the peak. For a point s inside (0, s₀), `hlt` compares μs²/κ with its value at the peak, and `nlinarith` concludes that the bracket is positive. Beyond s₀ the comparison is reversed and the bracket is negative. The lemmas `strictMonoOn_of_deriv_pos` and `strictAntiOn_of_deriv_neg` turn these signs into strict monotonicity. They need the sign only in the interior of each interval, so the zero slope at s = 0 and at s₀ does no harm.

In `monotone_iff`, the direction from monotonicity to m ≤ 1 is by contradiction. If m > 1, the strict fall gives F(s₀ + 1) < F(s₀), while monotonicity requires the opposite inequality. For the converse, `hnum` shows that the bracket is nonnegative when m ≤ 1, and `monotoneOn_of_deriv_nonneg` does the rest.

`tendsto_atTop_of_lt_one` follows the lower estimate above. `hb` says that B tends to infinity, and `hlow` says the same of (κ/2)B^(1−m). The proof restricts to those s with B ≥ 2, obtains κB/2 ≤ μs² in `hnum`, and divides by B^m. The comparison lemma `tendsto_atTop_mono'` then carries the divergence over to F, since it asks for the inequality only at large s.

`bounded_iff` uses this divergence for one direction: if m < 1 and B were an upper bound (the letter `B` in the code is this bound, not the base), some s ≥ 0 would have F(s) above it. For the other direction, `Real.rpow_le_rpow_of_exponent_le` supplies the inequality between the base and its m-th power, and `hdiv` is the resulting estimate that the gradient term is at most κ.

After that, `monotone_and_bounded_iff` only has to observe that m ≤ 1 and 1 ≤ m together mean m = 1. The PBE identity is the short algebra given earlier, and the B86b statement applies the general results with 4/5 < 1.
